# The sign of $\kappa$ decides which radial Dirac component dominates at a point nucleus

In a local central potential with a point nucleus, a Dirac orbital has an angular quantum number $\kappa$. Close to the nucleus, its small radial component exceeds the large one in magnitude if $\kappa>0$, and the large component exceeds the small one if $\kappa<0$. This holds when both components, multiplied by $r$, start as the same positive power of $r$, with amplitudes that are not both zero. That power and the ratio of the amplitudes are then fixed by $\kappa$ and the nuclear charge. The case $\kappa=1$ is a $p_{1/2}$ orbital, whose small component dominates at the nucleus.

## The radial equations and the nuclear amplitudes

An electron in a central potential $V(r)$ has the four-component orbital $r^{-1}(P\,\chi_\kappa,\ iQ\,\chi_{-\kappa})$, where $\chi_{\pm\kappa}$ are the spin-angular functions, $P$ is the large and $Q$ the small radial component. If the large component has orbital angular momentum $l$, then $\kappa=-(l+1)$ for total angular momentum $j=l+\tfrac12$, and $\kappa=l$ for $j=l-\tfrac12$. Write $k$ for $\kappa$. On $r>0$ the components satisfy

$$P'=-\frac{k}{r}P+\Big(A+\frac ar\Big)Q,\qquad Q'=\frac{k}{r}Q-\Big(B+\frac ar\Big)P .$$

In atomic units, with speed of light $c$, nuclear charge $Z$, total energy $W$ (rest energy included) and $V=-Z/r+U(r)$, the symbols are $a=Z/c$, $A=(W+c^2-U)/c$ and $B=(W-c^2-U)/c$. The screening potential $U$ must satisfy $rU\to0$ at the nucleus, so that the whole Coulomb singularity sits in $a$.

```lean
import Mathlib

open Filter Topology

namespace DiracNuclearBehaviour
```

The structure `IsRadialDirac` states these two equations as derivatives at every $r>0$. Its fields `large` and `small` are named after the components, whichever is bigger at a given radius. All parameters are real numbers; physical values of $k$ are nonzero integers.

```lean
/-- The radial Dirac equations on `r > 0` for the components `P` and `Q`, with angular quantum
number `k`, Coulomb strength `a` and remaining terms `A`, `B` (energy, rest mass, screening). -/
structure IsRadialDirac (k a : ℝ) (A B P Q : ℝ → ℝ) : Prop where
  large : ∀ r, 0 < r → HasDerivAt P (-k * P r / r + (A r + a / r) * Q r) r
  small : ∀ r, 0 < r → HasDerivAt Q (k * Q r / r - (B r + a / r) * P r) r
```

The behaviour at the origin is expressed by a one-sided limit: $F$ has amplitude $p$ at the power $g$ if $F(r)/r^g\to p$ as $r\to0^+$. The exponent $g$ is often written $\gamma$. Nothing is required of $F$ at $r=0$ itself, and the orbital need not be normalised.

```lean
/-- `F` behaves as `p r^g` at the nucleus: `F(r) / r^g` tends to the amplitude `p` as `r`
tends to zero through positive values. -/
abbrev HasAmplitude (g : ℝ) (F : ℝ → ℝ) (p : ℝ) : Prop :=
  Tendsto (fun r : ℝ => F r / r ^ g) (𝓝[>] 0) (𝓝 p)
```

Below, $p$ and $q$ are the amplitudes of $P$ and $Q$ at a common power $g>0$. Their existence is assumed, not derived from the equations. The step from a real atom to this model, which replaces the other electrons by a fixed local central potential, is left to physical judgement.

## (a) The derivative of a function that starts as a power

Let $F$ be differentiable on $r>0$, with $F/r^g\to p$ and $rF'/r^g\to m$ for some $g>0$. Show that

$$m=g\,p .$$

**Solution.** Since $g>0$, $r^g\to0$, and therefore $F=(F/r^g)\,r^g\to p\cdot0=0$. The quotient $F/r^g$ has the form $0/0$, and the quotient of the derivatives is

$$\frac{F'}{g\,r^{g-1}}=\frac1g\,\frac{rF'}{r^g}\longrightarrow\frac mg .$$

By L'Hôpital's rule $F/r^g\to m/g$. The limit is also $p$, so $m=gp$.

In the proof, `hpow` and `hF0` are the two limits to zero, `hdiv` is the displayed one, and `hlim` applies L'Hôpital's rule. Uniqueness of limits finishes the argument.

```lean
/-- If `F` is differentiable on `r > 0` and behaves as `p r^g` with `g > 0`, and `r F'` behaves
as `m r^g`, then `m = g p`. -/
theorem amplitude_of_derivative {g p m : ℝ} {F F' : ℝ → ℝ} (hg : 0 < g)
    (hF : ∀ r, 0 < r → HasDerivAt F (F' r) r) (hp : HasAmplitude g F p)
    (hm : HasAmplitude g (fun r => r * F' r) m) : m = g * p := by
  have hpow : Tendsto (fun r : ℝ => r ^ g) (𝓝[>] 0) (𝓝 0) := by
    have h : Tendsto (fun r : ℝ => r ^ g) (𝓝 0) (𝓝 ((0 : ℝ) ^ g)) :=
      Real.continuousAt_rpow_const 0 g (Or.inr hg.le)
    rw [Real.zero_rpow hg.ne'] at h
    exact h.mono_left nhdsWithin_le_nhds
  have hF0 : Tendsto F (𝓝[>] 0) (𝓝 0) := by
    have h := Filter.Tendsto.mul hp hpow
    rw [mul_zero] at h
    refine h.congr' ?_
    filter_upwards [self_mem_nhdsWithin] with r hr
    have hX : r ^ g ≠ 0 := (Real.rpow_pos_of_pos hr g).ne'
    field_simp
  have hdiv : Tendsto (fun r : ℝ => F' r / (g * r ^ (g - 1))) (𝓝[>] 0) (𝓝 (m / g)) := by
    refine (Filter.Tendsto.div_const hm g).congr' ?_
    filter_upwards [self_mem_nhdsWithin] with r hr
    have hr0 : r ≠ 0 := ne_of_gt hr
    have hX : r ^ g ≠ 0 := (Real.rpow_pos_of_pos hr g).ne'
    rw [Real.rpow_sub_one hr0]
    field_simp
  -- L'Hôpital's rule for the quotient F / r^g
  have hlim : Tendsto (fun r : ℝ => F r / r ^ g) (𝓝[>] 0) (𝓝 (m / g)) := by
    refine HasDerivAt.lhopital_zero_nhdsGT (f' := F')
      (g' := fun r : ℝ => g * r ^ (g - 1)) ?_ ?_ ?_ hF0 hpow hdiv
    · filter_upwards [self_mem_nhdsWithin] with r hr using hF r hr
    · filter_upwards [self_mem_nhdsWithin] with r hr
      exact Real.hasDerivAt_rpow_const (Or.inl (ne_of_gt hr))
    · filter_upwards [self_mem_nhdsWithin] with r hr
      exact mul_ne_zero hg.ne' (Real.rpow_pos_of_pos hr (g - 1)).ne'
  have h := tendsto_nhds_unique hp hlim
  rw [h]
  field_simp
```

## (b) Two linear relations between the amplitudes

Suppose $rA\to0$ and $rB\to0$ at the nucleus. Show that

$$(g+k)\,p=a\,q,\qquad (g-k)\,q=-a\,p .$$

**Solution.** Multiply the first radial equation by $r/r^g$:

$$\frac{rP'}{r^g}=-k\,\frac{P}{r^g}+(rA+a)\,\frac{Q}{r^g}\longrightarrow -kp+aq .$$

By (a) this limit equals $gp$, which is the first relation. The second radial equation gives in the same way

$$\frac{rQ'}{r^g}=k\,\frac{Q}{r^g}-(rB+a)\,\frac{P}{r^g}\longrightarrow kq-ap=gq .$$

The statements `h1` and `h2` are these two limits combined with (a). The terms `0 + a` in them show the vanishing limits of $rA$ and $rB$.

```lean
variable {k a g p q : ℝ} {A B P Q : ℝ → ℝ}

/-- The indicial equations: if `P`, `Q` solve the radial Dirac equations, `r A` and `r B` vanish at
the nucleus, and `P`, `Q` behave as `p r^g`, `q r^g` with `g > 0`, then `(g + k) p = a q` and
`(g - k) q = -a p`. -/
theorem indicial_equations (S : IsRadialDirac k a A B P Q) (hg : 0 < g)
    (hA : Tendsto (fun r => r * A r) (𝓝[>] 0) (𝓝 0))
    (hB : Tendsto (fun r => r * B r) (𝓝[>] 0) (𝓝 0))
    (hP : HasAmplitude g P p) (hQ : HasAmplitude g Q q) :
    (g + k) * p = a * q ∧ (g - k) * q = -(a * p) := by
  have h1 : -k * p + (0 + a) * q = g * p := by
    refine amplitude_of_derivative hg S.large hP ?_
    refine ((Filter.Tendsto.const_mul (-k) hP).add
      ((hA.add_const a).mul hQ)).congr' ?_
    filter_upwards [self_mem_nhdsWithin] with r hr
    have hr0 : r ≠ 0 := ne_of_gt hr
    have hX : r ^ g ≠ 0 := (Real.rpow_pos_of_pos hr g).ne'
    field_simp
  have h2 : k * q - (0 + a) * p = g * q := by
    refine amplitude_of_derivative hg S.small hQ ?_
    refine ((Filter.Tendsto.const_mul k hQ).sub
      ((hB.add_const a).mul hP)).congr' ?_
    filter_upwards [self_mem_nhdsWithin] with r hr
    have hr0 : r ≠ 0 := ne_of_gt hr
    have hX : r ^ g ≠ 0 := (Real.rpow_pos_of_pos hr g).ne'
    field_simp
  exact ⟨by linear_combination -h1, by linear_combination -h2⟩
```

## (c) The exponent and the ratio

Let in addition $a\neq0$, and let $p$ and $q$ be not both zero. Show that $p\neq0$ and

$$g^2=k^2-a^2,\qquad \frac qp=\frac{g+k}{a},\qquad \lim_{r\to0^+}\frac{Q(r)}{P(r)}=\frac{g+k}{a}.$$

**Solution.** If $p=0$, the first relation of (b) gives $aq=0$, hence $q=0$, which is excluded. So $p\ne0$, and dividing the first relation by $ap$ gives the ratio. Multiply the first relation by $g-k$ and insert the second:

$$(g^2-k^2)\,p=a\,(g-k)\,q=-a^2p .$$

Cancelling $p$ gives the exponent. Finally $Q/P=(Q/r^g)/(P/r^g)\to q/p$.

Because $g>0$, the result implies $|a|<|k|$; for $|k|=1$ this means $Z<c$. In a central-field model with a point nucleus and a local potential, the ratio can supply starting values for integrating the radial equations outwards.

The Lean proof follows the same order. The coefficients `(g - k)` and `a` in its `linear_combination` are the multipliers of the elimination.

```lean
/-- Let `P`, `Q` solve the radial Dirac equations. For `a ≠ 0`, `r A` and `r B` vanishing at the
nucleus, and amplitudes `p`, `q` of `P`, `Q` not both zero at a power `g > 0`: `g² = k² - a²`, `p`
is nonzero, `q / p = (g + k) / a`, and `Q / P` tends to this value at the nucleus. -/
theorem nuclear_exponent_and_ratio (S : IsRadialDirac k a A B P Q) (hg : 0 < g) (ha : a ≠ 0)
    (hA : Tendsto (fun r => r * A r) (𝓝[>] 0) (𝓝 0))
    (hB : Tendsto (fun r => r * B r) (𝓝[>] 0) (𝓝 0))
    (hP : HasAmplitude g P p) (hQ : HasAmplitude g Q q) (hne : p ≠ 0 ∨ q ≠ 0) :
    g ^ 2 = k ^ 2 - a ^ 2 ∧ p ≠ 0 ∧ q / p = (g + k) / a ∧
      Tendsto (fun r => Q r / P r) (𝓝[>] 0) (𝓝 ((g + k) / a)) := by
  obtain ⟨h1, h2⟩ := indicial_equations S hg hA hB hP hQ
  have hp : p ≠ 0 := by
    intro h0
    rw [h0, mul_zero] at h1
    have hq : q = 0 := (mul_eq_zero.1 h1.symm).resolve_left ha
    exact hne.elim (fun h => h h0) (fun h => h hq)
  have hratio : q / p = (g + k) / a := by
    rw [div_eq_div_iff hp ha]
    linear_combination -h1
  refine ⟨mul_right_cancel₀ hp ?_, hp, hratio, ?_⟩
  · linear_combination (g - k) * h1 + a * h2
  · rw [← hratio]
    refine (Filter.Tendsto.div hQ hP hp).congr' ?_
    filter_upwards [self_mem_nhdsWithin] with r hr
    have hX : r ^ g ≠ 0 := (Real.rpow_pos_of_pos hr g).ne'
    exact div_div_div_cancel_right₀ hX _ _
```

## (d) From amplitudes to magnitudes

Let $F$ and $G$ have amplitudes $u$ and $v$ at the same power $g$, with $u^2<v^2$. Show that for all sufficiently small $r>0$

$$|F(r)|<|G(r)| .$$

**Solution.** The condition says $|u|<|v|$. Since $|F|/r^g\to|u|$ and $|G|/r^g\to|v|$, the inequality $|F|/r^g<|G|/r^g$ holds for all sufficiently small $r>0$. Multiplying by $r^g>0$ gives the claim.

In Lean, `∀ᶠ r in 𝓝[>] 0` means "for all $r$ in some interval $(0,\varepsilon)$". No value of $\varepsilon$ is given. The last step is done by contradiction: $|G|\le|F|$ would survive division by $|r^g|$.

```lean
/-- If two functions have amplitudes `u`, `v` at the same power of `r` and `u² < v²`, then the
second is larger in magnitude close to the nucleus. -/
theorem dominates_of_amplitude {u v : ℝ} {F G : ℝ → ℝ} (hF : HasAmplitude g F u)
    (hG : HasAmplitude g G v) (huv : u ^ 2 < v ^ 2) : ∀ᶠ r in 𝓝[>] 0, |F r| < |G r| := by
  filter_upwards [(Filter.Tendsto.abs hF).eventually_lt (Filter.Tendsto.abs hG)
    (sq_lt_sq.1 huv)] with r h
  rw [abs_div, abs_div] at h
  by_contra hc
  have hc' : |G r| ≤ |F r| := not_lt.1 hc
  have h' : |G r| / |r ^ g| ≤ |F r| / |r ^ g| := by gcongr
  linarith
```

## (e) The dominant component

Under the assumptions of (b), with $p$ and $q$ not both zero, show that

$$k\,(q^2-p^2)=g\,(p^2+q^2),$$

and deduce that near the nucleus $|P|<|Q|$ if $k>0$ and $|Q|<|P|$ if $k<0$.

**Solution.** Multiply the first relation of (b) by $p$, the second by $q$, and add:

$$(g+k)\,p^2+(g-k)\,q^2=apq-apq=0 .$$

Rearranged, this is the stated identity. Its right-hand side is positive, so $q^2-p^2$ has the sign of $k$. Part (d) turns $p^2<q^2$ into $|P|<|Q|$, and $q^2<p^2$ into $|Q|<|P|$.

The Coulomb strength has dropped out, so this theorem does not require $a\ne0$. It also applies to an extended nucleus with a bounded potential, where $a=0$ and the potential belongs to $A$ and $B$. By (b), exactly one of the two amplitudes is then zero.

The identity is `key` in the proof, and `hpos` is the positivity of its right-hand side.

```lean
/-- Let `P`, `Q` solve the radial Dirac equations. For `r A` and `r B` vanishing at the nucleus and
amplitudes of `P`, `Q` not both zero at a power `g > 0`, `Q` exceeds `P` in magnitude close to the
nucleus if `k > 0`, and `P` exceeds `Q` if `k < 0`. -/
theorem dominant_component (S : IsRadialDirac k a A B P Q) (hg : 0 < g)
    (hA : Tendsto (fun r => r * A r) (𝓝[>] 0) (𝓝 0))
    (hB : Tendsto (fun r => r * B r) (𝓝[>] 0) (𝓝 0))
    (hP : HasAmplitude g P p) (hQ : HasAmplitude g Q q) (hne : p ≠ 0 ∨ q ≠ 0) :
    (0 < k → ∀ᶠ r in 𝓝[>] 0, |P r| < |Q r|) ∧
      (k < 0 → ∀ᶠ r in 𝓝[>] 0, |Q r| < |P r|) := by
  obtain ⟨h1, h2⟩ := indicial_equations S hg hA hB hP hQ
  -- the Coulomb strength drops out of this combination
  have key : k * (q ^ 2 - p ^ 2) = g * (p ^ 2 + q ^ 2) := by
    linear_combination -p * h1 - q * h2
  have hpos : 0 < g * (p ^ 2 + q ^ 2) := by
    rcases hne with h | h <;> positivity
  constructor
  · intro hk
    refine dominates_of_amplitude hP hQ ?_
    by_contra hc
    nlinarith [mul_nonneg hk.le (sub_nonneg.2 (not_lt.1 hc))]
  · intro hk
    refine dominates_of_amplitude hQ hP ?_
    by_contra hc
    nlinarith [mul_nonneg (neg_pos.2 hk).le (sub_nonneg.2 (not_lt.1 hc))]
```

## (f) Components written as a power times a continuous function

Let $P=r^gf$ and $Q=r^gh$ solve the radial equations with constants $A_0$, $B_0$ in place of $A$, $B$. Let $g>0$ and $a\neq0$, and let $f$ and $h$ be continuous from the right at $0$ and not both zero there. Show that $f(0)\ne0$, that the exponent is the one in (c), and that

$$\frac{h(0)}{f(0)}=\frac{g+k}{a}.$$

**Solution.** For constants, $rA_0\to0$ and $rB_0\to0$. For $r>0$ we have $P/r^g=f(r)\to f(0)$ and $Q/r^g=h(r)\to h(0)$. The amplitudes are therefore $p=f(0)$ and $q=h(0)$, and (c) applies.

Despite the name `power_series_form`, no series expansion is needed. In the proof, `hconst` handles the constants and `hamp` identifies the amplitudes.

```lean
/-- Let `P = r^g f` and `Q = r^g h` solve the radial Dirac equations with constant `A`, `B`, where
`g > 0`, `a ≠ 0`, and `f`, `h` are continuous at the nucleus and not both zero there. Then
`g² = k² - a²`, `f(0)` is nonzero and `h(0) / f(0) = (g + k) / a`. -/
theorem power_series_form {f h : ℝ → ℝ} {A₀ B₀ : ℝ} (hg : 0 < g) (ha : a ≠ 0)
    (S : IsRadialDirac k a (fun _ => A₀) (fun _ => B₀)
      (fun r => r ^ g * f r) (fun r => r ^ g * h r))
    (hf : ContinuousWithinAt f (Set.Ici 0) 0) (hh : ContinuousWithinAt h (Set.Ici 0) 0)
    (hne : f 0 ≠ 0 ∨ h 0 ≠ 0) :
    g ^ 2 = k ^ 2 - a ^ 2 ∧ f 0 ≠ 0 ∧ h 0 / f 0 = (g + k) / a := by
  have hconst : ∀ C : ℝ, Tendsto (fun r : ℝ => r * C) (𝓝[>] 0) (𝓝 0) := by
    intro C
    have h : Tendsto (fun r : ℝ => r * C) (𝓝 0) (𝓝 (0 * C)) := tendsto_id.mul_const C
    rw [zero_mul] at h
    exact h.mono_left nhdsWithin_le_nhds
  have hamp : ∀ u : ℝ → ℝ, ContinuousWithinAt u (Set.Ici 0) 0 →
      HasAmplitude g (fun r => r ^ g * u r) (u 0) := by
    intro u hu
    refine (hu.mono Set.Ioi_subset_Ici_self).tendsto.congr' ?_
    filter_upwards [self_mem_nhdsWithin] with r hr
    have hX : r ^ g ≠ 0 := (Real.rpow_pos_of_pos hr g).ne'
    field_simp
  obtain ⟨h1, h2, h3, -⟩ := nuclear_exponent_and_ratio S hg ha (hconst A₀) (hconst B₀)
    (hamp f hf) (hamp h hh) hne
  exact ⟨h1, h2, h3⟩
```

## (g) An explicit solution

Let $g^2=k^2-a^2$ with $a\ne0$, and let $c$ be any real number. Show that

$$P=r^g e^{\lambda r},\quad Q=sP,\qquad \lambda=\frac{ca}{k},\quad s=\frac{g+k}{a},$$

solve the radial equations with $A=c(1-g/k)$ and $B=-c(1+g/k)$.

**Solution.** First, $k^2=g^2+a^2>0$, so $k\neq0$. Since $P'=(g/r+\lambda)P$, dividing both equations by $P$ leaves

$$\frac gr+\lambda=-\frac kr+\Big(A+\frac ar\Big)s,\qquad s\Big(\frac gr+\lambda\Big)=\frac{ks}{r}-B-\frac ar .$$

The $1/r$ terms require $g+k=as$ and $(g-k)s=-a$. The first is the definition of $s$, and the second holds because $(g-k)(g+k)=-a^2$. The constant terms require $\lambda=As$ and $s\lambda=-B$, and indeed

$$As=\frac{c\,(k^2-g^2)}{ka}=\frac{ca}{k},\qquad s\lambda=\frac{c\,(g+k)}{k}=-B .$$

With $c$ the speed of light and $U=0$, these constants belong to the energy $W=-c^2g/k$. For $a>0$ and $k=-1$, taking $g>0$ gives the $1s_{1/2}$ ground state of a one-electron ion with a point nucleus. For $a>0$ and $k>0$ the exponential grows, so the pair is not a bound state and serves only as an example of the behaviour at the nucleus. When $g>0$, the pair meets the assumptions of (f), with $f(0)=1$.

In the proof, `hφ` is the derivative of $P$, and `e1` to `e4` are the four matching conditions, with $c$ divided out of the constant ones.

```lean
/-- If `g² = k² - a²` and `a ≠ 0`, then `P = r^g exp(c a r / k)` and `Q = ((g + k) / a) P` solve
the radial Dirac equations with `A = c (1 - g / k)` and `B = -c (1 + g / k)`. -/
theorem isRadialDirac_witness (c : ℝ) (ha : a ≠ 0) (hg : g ^ 2 = k ^ 2 - a ^ 2) :
    IsRadialDirac k a (fun _ => c * (1 - g / k)) (fun _ => -(c * (1 + g / k)))
      (fun r => r ^ g * Real.exp (c * a / k * r))
      (fun r => (g + k) / a * (r ^ g * Real.exp (c * a / k * r))) := by
  have hk : k ≠ 0 := by
    intro h0
    rw [h0] at hg
    have : 0 < a ^ 2 := by positivity
    nlinarith [sq_nonneg g]
  have hφ : ∀ r : ℝ, 0 < r → HasDerivAt (fun r : ℝ => r ^ g * Real.exp (c * a / k * r))
      ((g / r + c * a / k) * (r ^ g * Real.exp (c * a / k * r))) r := by
    intro r hr
    have h1 := Real.hasDerivAt_rpow_const (x := r) (p := g) (Or.inl hr.ne')
    have h2 := ((hasDerivAt_id' r).const_mul (c * a / k)).exp
    refine (h1.fun_mul h2).congr_deriv ?_
    rw [Real.rpow_sub_one hr.ne']
    ring
  -- matching of the constant and the 1/r terms
  have e1 : (1 - g / k) * ((g + k) / a) = a / k := by
    field_simp
    linear_combination -hg
  have e2 : a * ((g + k) / a) = g + k := by field_simp
  have e3 : (g - k) * ((g + k) / a) = -a := by
    field_simp
    linear_combination hg
  have e4 : (g + k) / a * (a / k) = 1 + g / k := by
    field_simp
    ring
  constructor
  · intro r hr
    refine (hφ r hr).congr_deriv ?_
    generalize r ^ g * Real.exp (c * a / k * r) = F
    linear_combination (-c * F) * e1 - F / r * e2
  · intro r hr
    refine ((hφ r hr).const_mul ((g + k) / a)).congr_deriv ?_
    generalize r ^ g * Real.exp (c * a / k * r) = F
    linear_combination F / r * e3 + c * F * e4

end DiracNuclearBehaviour
```

```lean
#print axioms DiracNuclearBehaviour.dominant_component
#print axioms DiracNuclearBehaviour.power_series_form
```

```
'DiracNuclearBehaviour.dominant_component' depends on axioms: [propext, Classical.choice, Quot.sound]
'DiracNuclearBehaviour.power_series_form' depends on axioms: [propext, Classical.choice, Quot.sound]
```
